# The slope of the secular determinant at a root, times an eigenvector component, as a determinant with one column replaced

In a finite, possibly non-orthogonal basis, with Hamiltonian matrix H and overlap matrix S, a state with coefficient vector c and energy e obeys H c = e S c. The lemma `slope_mul_component` says that c_j p′(e), where p(z) = det(H − zS), is minus the determinant of H − eS with column j replaced by S c. H and S may be any complex square matrices of the same finite size, and c needs no normalisation, since both sides scale linearly with it. The attempt writes the determinant with the replaced column, taken at general z, as a polynomial q(z), gets c_j p(z) = (e − z) q(z) from Cramer's rule, and differentiates at z = e.

In Lean, a first try:

```lean
import Mathlib

open Matrix

namespace SlopeMulComponent

noncomputable section

variable {n : Type*} [Fintype n] [DecidableEq n]

/-- The secular polynomial `det (H - z S)` of the pencil, as a polynomial in `z`. -/
def secularPoly (H S : Matrix n n ℂ) : Polynomial ℂ :=
  (Matrix.of fun i j =>
    Polynomial.C (H i j) - Polynomial.X * Polynomial.C (S i j)).det

omit [DecidableEq n] in
/-- If `H c = e S c`, then `(H - z S) c = (e - z) S c` for every `z`. -/
theorem pencil_mulVec {H S : Matrix n n ℂ} {e : ℂ} {c : n → ℂ}
    (hc : H *ᵥ c = e • (S *ᵥ c)) (z : ℂ) :
    (H - z • S) *ᵥ c = (e - z) • (S *ᵥ c) := by
  rw [Matrix.sub_mulVec, Matrix.smul_mulVec, hc, sub_smul]

/-- If `H c = e S c`, the slope of the secular polynomial at `e`, times the component `c j`,
is minus the determinant of `H - e S` with column `j` replaced by `S c`. -/
theorem slope_mul_component {H S : Matrix n n ℂ} {e : ℂ} {c : n → ℂ}
    (hc : H *ᵥ c = e • (S *ᵥ c)) (j : n) :
    c j * (secularPoly H S).derivative.eval e =
      -((H - e • S).updateCol j (S *ᵥ c)).det := by
  -- the determinant with replaced column, as a polynomial in `z`
  obtain ⟨q, hq⟩ : ∃ q : Polynomial ℂ, ∀ z,
      q.eval z = ((H - z • S).updateCol j (S *ᵥ c)).det := by
    refine ⟨((Matrix.of fun i k =>
      Polynomial.C (H i k) - Polynomial.X * Polynomial.C (S i k)).updateCol j
        (fun i => Polynomial.C ((S *ᵥ c) i))).det, fun z => ?_⟩
    refine ((Polynomial.evalRingHom z).map_det _).trans ?_
    congr 1
    ext i k
    by_cases hk : k = j <;> simp [Matrix.updateCol_apply, hk]
  have hp : ∀ z, (secularPoly H S).eval z = (H - z • S).det := by
    intro z
    refine ((Polynomial.evalRingHom z).map_det _).trans ?_
    congr 1
    ext i k
    simp
  -- Cramer's rule extracts the factor `e - z`
  have hfac : Polynomial.C (c j) * secularPoly H S =
      (Polynomial.C e - Polynomial.X) * q := by
    apply Polynomial.funext
    intro z
    simp only [Polynomial.eval_mul, Polynomial.eval_sub, Polynomial.eval_C,
      Polynomial.eval_X, hp, hq]
    rw [← Matrix.det_updateCol_smul, ← pencil_mulVec hc z, ← Matrix.cramer_apply,
      Matrix.cramer_eq_adjugate_mulVec, Matrix.mulVec_mulVec, Matrix.adjugate_mul,
      Matrix.smul_mulVec, Matrix.one_mulVec, Pi.smul_apply, smul_eq_mul, mul_comm]
  have h := congrArg (fun r => (Polynomial.derivative r).eval e) hfac
  simp only [Polynomial.derivative_mul, Polynomial.derivative_C, Polynomial.derivative_sub,
    Polynomial.derivative_X, Polynomial.eval_add, Polynomial.eval_mul, Polynomial.eval_sub,
    Polynomial.eval_C, Polynomial.eval_X, Polynomial.eval_zero, Polynomial.eval_one] at h
  rw [← hq e]
  linear_combination h

end

end SlopeMulComponent
```

Lean reports:

```
Main.lean:31:59: error: unsolved goals
case neg
n : Type u_1
inst✝¹ : Fintype n
inst✝ : DecidableEq n
H S : Matrix n n ℂ
e : ℂ
c : n → ℂ
hc : H *ᵥ c = e • S *ᵥ c
j : n
z : ℂ
i k : n
hk : ¬k = j
⊢ S i k * z = z * S i k
Main.lean:39:63: error: unsolved goals
n : Type u_1
inst✝¹ : Fintype n
inst✝ : DecidableEq n
H S : Matrix n n ℂ
e : ℂ
c : n → ℂ
hc : H *ᵥ c = e • S *ᵥ c
j : n
q : Polynomial ℂ
hq : ∀ (z : ℂ), Polynomial.eval z q = ((H - z • S).updateCol j (S *ᵥ c)).det
z : ℂ
i k : n
⊢ S i k * z = z * S i k
Main.lean:38:34: warning: This simp argument is unused:
  Matrix.updateCol_apply

Hint: Omit it from the simp argument list.
  [apply] simp [hk]

Note: This linter can be disabled with `set_option linter.unusedSimpArgs false`
```

The repair, with which the file compiles:

```diff
@@ -36,5 +36,6 @@
     congr 1
     ext i k
-    by_cases hk : k = j <;> simp [Matrix.updateCol_apply, hk]
+    by_cases hk : k = j <;> simp [hk]
+    exact mul_comm _ _
   have hp : ∀ z, (secularPoly H S).eval z = (H - z • S).det := by
     intro z
@@ -43,4 +44,5 @@
     ext i k
     simp
+    exact mul_comm _ _
   -- Cramer's rule extracts the factor `e - z`
   have hfac : Polynomial.C (c j) * secularPoly H S =
```

Diagnosis. Both errors leave the same goal, `S i k * z = z * S i k`. They arise where the proof checks, entry by entry, that evaluating a matrix of polynomials at `z` gives `H - z • S`, in the first case with column `j` replaced.

The left side comes from the polynomial entry. It was written with `Polynomial.X` before the coefficient, but `simp` has brought it out with the coefficient first. The right side comes from `z • S`, whose entries have `z` first. The two products are equal because complex multiplication commutes, but `simp` was not given `mul_comm` and stops there.

In the first check only the case `k ≠ j` is left, as `simp` closes the replaced column itself. Adding `exact mul_comm _ _` after each `simp` closes the remaining goal.

The warning says that `Matrix.updateCol_apply` is unused in the first `simp` call; removing it is mere tidying.
